# Orbital truncation can turn a $1/E^2$ Green function tail into a $1/E$ tail

Let $H$ be a finite real symmetric Hamiltonian matrix in an orthonormal site basis, with Green function $G(E)=(E-H)^{-1}$, and let $i\neq j$ be two sites. As $E\to+\infty$,

$$E^2\,G_{ij}(E)\to H_{ij}.$$

If only the orbitals in a set $K$ are kept, the resulting function $G^K_{ij}$ obeys

$$E\,G^K_{ij}(E)\to S^K_{ij}=\sum_{k\in K}C_{ik}C_{jk},$$

where $C_{ik}$ is the real amplitude of the normalised orbital $k$ on site $i$. Whenever $S^K_{ij}\neq 0$, the truncated function decays too slowly, and the exact one becomes negligible beside it.

The exact decay, as $1/E^2$ or faster if $H_{ij}=0$, is an interference effect: each orbital with nonzero amplitude on both sites contributes a $1/E$ tail, and these tails cancel in the full sum. For a finite, non-interacting model, this is a warning about estimating off-resonant propagation from a few selected orbitals, at energies far above the whole spectrum.

## Cancellation of the orbital tails

Let the orbitals be the columns of a square matrix $C$, with energies $\varepsilon_k$. Orthonormality and the eigenvalue equation read

$$C^{T}C=1,\qquad HC=C\,\mathrm{diag}(\varepsilon).$$

Since $C$ is square, $CC^{T}=1$ as well. This is completeness, $\sum_k C_{ik}C_{jk}=\delta_{ij}$. Multiplying the eigenvalue equation by $C^T$ from the right gives

$$H_{ij}=\sum_k\varepsilon_k C_{ik}C_{jk}.$$

For $E$ different from every level, $(E-H)C=C\,\mathrm{diag}(E-\varepsilon_k)$. Hence

$$(E-H)\,C\,\mathrm{diag}\!\left(\frac1{E-\varepsilon_k}\right)C^T=CC^T=1,$$

and the Green function is the full orbital sum. Its truncation keeps the terms in $K$:

$$G_{ij}(E)=\sum_k\frac{C_{ik}C_{jk}}{E-\varepsilon_k},\qquad
G^K_{ij}(E)=\sum_{k\in K}\frac{C_{ik}C_{jk}}{E-\varepsilon_k}.$$

For each level,

$$\frac{E}{E-\varepsilon_k}=1+\frac{\varepsilon_k}{E-\varepsilon_k}\to1.$$

Multiplying $G^K_{ij}$ by $E$ and taking the limit term by term gives $E\,G^K_{ij}\to S^K_{ij}$. For the next order, use

$$\frac{E^2}{E-\varepsilon_k}-E=\varepsilon_k\frac{E}{E-\varepsilon_k}.$$

Therefore

$$E^2G^K_{ij}-E\,S^K_{ij}=\sum_{k\in K}\varepsilon_kC_{ik}C_{jk}\frac{E}{E-\varepsilon_k}
\to\sum_{k\in K}\varepsilon_kC_{ik}C_{jk}.$$

Now let $K$ contain all orbitals. For $i\neq j$, completeness makes the subtracted term zero, and the right-hand side is $H_{ij}$. This proves the first limit.

If $S^K_{ij}\neq0$, the ratio of exact to truncated function is

$$\frac{G_{ij}}{G^K_{ij}}=\frac{(E^2G_{ij})\,E^{-1}}{E\,G^K_{ij}}\to\frac{H_{ij}\cdot0}{S^K_{ij}}=0.$$

Finally, $E^2G^K_{ij}$ has a finite limit exactly when $S^K_{ij}=0$. If it tends to some $L$, then $E\,G^K_{ij}=(E^2G^K_{ij})/E\to0$, and uniqueness of limits gives $S^K_{ij}=0$. Conversely, if $S^K_{ij}=0$, the second-order formula supplies the limit. That limit is the energy-weighted sum over $K$, which need not equal $H_{ij}$: for empty $K$ it is zero.

## Equal sites and a vanishing amplitude sum

The first limit always fails for $i=j$: completeness gives $E\,G_{ii}\to1$, so $E^2G_{ii}$ diverges. The smallest case is a single site with $H=0$, where $G=1/E$ and $E^2G=E$.

The ratio need not vanish when $S^K_{ij}=0$. Take two sites with zero on-site energies and coupling $t\neq0$, and keep both orbitals. The truncated function is then the exact one, and the ratio is $1$ at large $E$.

Keeping only the even orbital of the same dimer, with energy $t$, gives a different picture:

$$G_{12}=\frac{t}{E^2-t^2},\qquad G^{K}_{12}=\frac{1}{2(E-t)},\qquad
\frac{G_{12}}{G^{K}_{12}}=\frac{2t}{E+t}\to0.$$

## Orbitals and Green functions in Lean

Sites and orbitals are labelled by the same finite type `n`, so there are as many orbitals as sites.

```lean
import Mathlib

open Matrix Filter Topology

noncomputable section

namespace OrbitalTruncation

variable {n : Type*} [Fintype n] [DecidableEq n]
```

The structure `IsOrbitalBasis H C ε` contains the two matrix relations used above. Symmetry of `H` is not a separate assumption, because it follows from them; conversely, the spectral theorem provides such a `C` and `ε` for every real symmetric matrix. The site basis is taken to be orthonormal, so there is no overlap matrix between atomic functions.

```lean
/-- The columns of `C` are real orthonormal orbitals, as many as there are sites, and they are
eigenvectors of the Hamiltonian `H` with energies `ε`. -/
structure IsOrbitalBasis (H C : Matrix n n ℝ) (ε : n → ℝ) : Prop where
  orthonormal : Cᵀ * C = 1
  eigen : H * C = C * diagonal ε
```

The exact Green function is defined as a matrix inverse, independently of any orbitals. The energy is real, with no broadening and no self-energy from leads.

```lean
/-- The Green function `(E - H)⁻¹`, for energies `E` that are not eigenvalues of `H`. -/
def green (H : Matrix n n ℝ) (E : ℝ) : Matrix n n ℝ :=
  (E • (1 : Matrix n n ℝ) - H)⁻¹
```

The truncated function is the spectral sum over a finite set `K`. At the levels themselves, Lean gives both definitions conventional values, which have no influence on a limit at large energy.

```lean
omit [Fintype n] [DecidableEq n] in
/-- The Green function between sites `i` and `j` built from the orbitals in `K` only,
for energies `E` different from the levels in `K`. -/
def orbitalGreen (C : Matrix n n ℝ) (ε : n → ℝ) (K : Finset n) (E : ℝ) (i j : n) : ℝ :=
  ∑ k ∈ K, C i k * C j k / (E - ε k)
```

The quantity $S^K_{ij}$ is called `orbitalOverlap`. Despite the name, it is not an overlap integral between atomic functions: for orthonormal orbitals it is the element $(i,j)$ of the projector onto the kept orbitals.

```lean
/-- The sum over the orbitals in `K` of the products of their amplitudes on sites `i` and `j`. -/
def orbitalOverlap (C : Matrix n n ℝ) (K : Finset n) (i j : n) : ℝ :=
  ∑ k ∈ K, C i k * C j k
```

## From the inverse to the orbital sum

The next theorem connects the two Green functions when all orbitals are kept, which is written `Finset.univ`. In its proof, `hC` is completeness, `hS` is the diagonalisation of $E-H$, and `hD` says that the diagonal matrix of denominators is inverted entry by entry. The lemma `Matrix.inv_eq_right_inv` then identifies the inverse from the product computed above, and the last lines read off the entry $(i,j)$.

```lean
/-- Away from the eigenvalues, the Green function is the sum over all orbitals of amplitude
products divided by energy denominators. -/
theorem green_eq_orbitalGreen {H C : Matrix n n ℝ} {ε : n → ℝ} (h : IsOrbitalBasis H C ε)
    {E : ℝ} (hE : ∀ k, E ≠ ε k) (i j : n) :
    green H E i j = orbitalGreen C ε Finset.univ E i j := by
  have hC : C * Cᵀ = 1 := mul_eq_one_comm.mp h.orthonormal
  have hD : diagonal (fun k => E - ε k) * diagonal (fun k => (E - ε k)⁻¹)
      = (1 : Matrix n n ℝ) := by
    rw [diagonal_mul_diagonal, ← diagonal_one]
    congr 1
    funext k
    exact mul_inv_cancel₀ (sub_ne_zero.mpr (hE k))
  -- the orbitals diagonalise `E - H`
  have hS : (E • (1 : Matrix n n ℝ) - H) * C = C * diagonal (fun k => E - ε k) := by
    rw [Matrix.sub_mul, h.eigen, Matrix.smul_mul, Matrix.one_mul]
    ext a b
    simp only [Matrix.sub_apply, Matrix.smul_apply, Matrix.mul_diagonal, smul_eq_mul]
    ring
  have hG : green H E = C * diagonal (fun k => (E - ε k)⁻¹) * Cᵀ := by
    unfold green
    apply Matrix.inv_eq_right_inv
    rw [← Matrix.mul_assoc, ← Matrix.mul_assoc, hS, Matrix.mul_assoc C, hD,
      Matrix.mul_one, hC]
  rw [hG, Matrix.mul_apply, orbitalGreen]
  refine Finset.sum_congr rfl fun k _ => ?_
  rw [Matrix.mul_diagonal, Matrix.transpose_apply]
  ring
```

The Hamiltonian is expanded in the same way: `hH` is $H=C\,\mathrm{diag}(\varepsilon)\,C^T$, and its entry $(i,j)$ is the energy-weighted sum.

```lean
/-- Each matrix element of the Hamiltonian is the energy-weighted sum of amplitude products
over all orbitals. -/
theorem hamiltonian_eq_sum {H C : Matrix n n ℝ} {ε : n → ℝ} (h : IsOrbitalBasis H C ε)
    (i j : n) : H i j = ∑ k, ε k * (C i k * C j k) := by
  have hC : C * Cᵀ = 1 := mul_eq_one_comm.mp h.orthonormal
  have hH : H = C * diagonal ε * Cᵀ := by
    rw [← h.eigen, Matrix.mul_assoc, hC, Matrix.mul_one]
  have hij := congrFun (congrFun hH i) j
  rw [hij, Matrix.mul_apply]
  refine Finset.sum_congr rfl fun k _ => ?_
  rw [Matrix.mul_diagonal, Matrix.transpose_apply]
  ring
```

## The two orders of the high-energy expansion

In the limits below, `Tendsto f atTop (𝓝 L)` means that $f(E)\to L$ as $E\to+\infty$. The first concerns a single level $e$. The proof shows that $1+e/(E-e)$ tends to $1$, then uses `filter_upwards` to restrict to $E>e$, where this expression equals $E/(E-e)$.

```lean
/-- Far above a level `e`, the ratio `E / (E - e)` tends to one. -/
theorem tendsto_energy_ratio (e : ℝ) :
    Tendsto (fun E : ℝ => E / (E - e)) atTop (𝓝 1) := by
  have h1 : Tendsto (fun E : ℝ => E - e) atTop atTop := by
    refine tendsto_atTop.2 fun b => ?_
    filter_upwards [eventually_ge_atTop (b + e)] with E hE
    linarith
  have h2 : Tendsto (fun E : ℝ => 1 + e * (E - e)⁻¹) atTop (𝓝 (1 + e * 0)) :=
    ((tendsto_inv_atTop_zero.comp h1).const_mul e).const_add 1
  rw [mul_zero, add_zero] at h2
  refine h2.congr' ?_
  filter_upwards [eventually_gt_atTop e] with E hE
  have hr : (E - e) * (E - e)⁻¹ = 1 := mul_inv_cancel₀ (sub_pos.2 hE).ne'
  rw [div_eq_mul_inv]
  linear_combination -hr
```

Summing over the kept orbitals gives the leading tail. The step `tendsto_finsetSum` takes the limit inside the finite sum. Neither orthonormality nor the eigenvalue equation is needed here, so the statement holds for arbitrary real arrays `C` and `ε`.

```lean
omit [Fintype n] [DecidableEq n] in
/-- At high energy, `E` times the Green function of the orbitals in `K` tends to their summed
amplitude product. -/
theorem orbitalGreen_tail (C : Matrix n n ℝ) (ε : n → ℝ) (K : Finset n) (i j : n) :
    Tendsto (fun E => E * orbitalGreen C ε K E i j) atTop (𝓝 (orbitalOverlap C K i j)) := by
  have h : Tendsto (fun E => ∑ k ∈ K, C i k * C j k * (E / (E - ε k))) atTop
      (𝓝 (∑ k ∈ K, C i k * C j k * 1)) :=
    tendsto_finsetSum K fun k _ => (tendsto_energy_ratio (ε k)).const_mul _
  simp only [mul_one] at h
  refine h.congr fun E => ?_
  rw [orbitalGreen, Finset.mul_sum]
  exact Finset.sum_congr rfl fun k _ => by ring
```

The second-order theorem subtracts that tail. For $E$ above all levels, the closing `linear_combination` verifies the identity for $E^2/(E-\varepsilon_k)-E$, multiplied by the amplitude product.

```lean
omit [DecidableEq n] in
/-- Once the leading tail is subtracted, `E ^ 2` times the Green function of the orbitals in `K`
tends to the sum over `K` of their energy-weighted amplitude products. -/
theorem orbitalGreen_second_order (C : Matrix n n ℝ) (ε : n → ℝ) (K : Finset n) (i j : n) :
    Tendsto (fun E => E ^ 2 * orbitalGreen C ε K E i j - E * orbitalOverlap C K i j) atTop
      (𝓝 (∑ k ∈ K, ε k * (C i k * C j k))) := by
  have h : Tendsto (fun E => ∑ k ∈ K, ε k * (C i k * C j k) * (E / (E - ε k))) atTop
      (𝓝 (∑ k ∈ K, ε k * (C i k * C j k) * 1)) :=
    tendsto_finsetSum K fun k _ => (tendsto_energy_ratio (ε k)).const_mul _
  simp only [mul_one] at h
  refine h.congr' ?_
  filter_upwards [eventually_all.2 fun k => eventually_gt_atTop (ε k)] with E hE
  rw [orbitalGreen, orbitalOverlap, Finset.mul_sum, Finset.mul_sum, ← Finset.sum_sub_distrib]
  refine Finset.sum_congr rfl fun k _ => ?_
  have hr : (E - ε k) * (E - ε k)⁻¹ = 1 := mul_inv_cancel₀ (sub_pos.2 (hE k)).ne'
  rw [div_eq_mul_inv, div_eq_mul_inv]
  linear_combination (-(C i k * C j k * E)) * hr
```

## Exact and truncated decay compared

The main theorem states both limits together. The hypothesis `hij` says that the sites are distinct, and `K` is arbitrary, possibly empty. The truncated limit is already available from `orbitalGreen_tail`. For the exact one, `h0` is the off-diagonal part of completeness, which removes the $1/E$ tail. What remains of the second-order formula is $H_{ij}$, and the spectral sum is replaced by the matrix inverse once $E$ exceeds every level.

If $H_{ij}=0$, the theorem says that $E^2G_{ij}\to0$, so the exact function then decays faster than $1/E^2$.

```lean
/-- Between distinct sites, `E ^ 2` times the exact Green function tends to the direct coupling
`H i j`, whereas `E` times the truncated one tends to the amplitude product summed over `K`. -/
theorem offresonant_limits {H C : Matrix n n ℝ} {ε : n → ℝ} (h : IsOrbitalBasis H C ε)
    {i j : n} (hij : i ≠ j) (K : Finset n) :
    Tendsto (fun E => E ^ 2 * green H E i j) atTop (𝓝 (H i j)) ∧
    Tendsto (fun E => E * orbitalGreen C ε K E i j) atTop (𝓝 (∑ k ∈ K, C i k * C j k)) := by
  refine ⟨?_, orbitalGreen_tail C ε K i j⟩
  -- completeness cancels the leading tail
  have h0 : orbitalOverlap C Finset.univ i j = 0 := by
    have hC : C * Cᵀ = 1 := mul_eq_one_comm.mp h.orthonormal
    have h1 := congrFun (congrFun hC i) j
    rw [Matrix.one_apply_ne hij, Matrix.mul_apply] at h1
    exact h1
  have h2 := orbitalGreen_second_order C ε Finset.univ i j
  rw [← hamiltonian_eq_sum h i j] at h2
  refine h2.congr' ?_
  filter_upwards [eventually_all.2 fun k => eventually_gt_atTop (ε k)] with E hE
  rw [h0, mul_zero, sub_zero, green_eq_orbitalGreen h (fun k => (hE k).ne')]
```

The ratio theorem adds the hypothesis `hK`, that the amplitude sum over `K` is nonzero. The auxiliary limit `a` is the quotient written in the derivation, and the remaining lines cancel the common factor $E$ for $E>0$.

```lean
/-- If the amplitude products of the kept orbitals do not sum to zero, the exact Green function
between distinct sites becomes negligible relative to the truncated one at high energy. -/
theorem exact_div_truncated {H C : Matrix n n ℝ} {ε : n → ℝ} (h : IsOrbitalBasis H C ε)
    {i j : n} (hij : i ≠ j) {K : Finset n} (hK : orbitalOverlap C K i j ≠ 0) :
    Tendsto (fun E => green H E i j / orbitalGreen C ε K E i j) atTop (𝓝 0) := by
  have a : Tendsto (fun E => E ^ 2 * green H E i j * E⁻¹ / (E * orbitalGreen C ε K E i j))
      atTop (𝓝 (H i j * 0 / orbitalOverlap C K i j)) :=
    ((offresonant_limits h hij K).1.mul tendsto_inv_atTop_zero).div
      (orbitalGreen_tail C ε K i j) hK
  rw [mul_zero, zero_div] at a
  refine a.congr' ?_
  filter_upwards [eventually_gt_atTop (0 : ℝ)] with E hE
  have h1 : E ^ 2 * green H E i j * E⁻¹ = E * green H E i j := by
    field_simp
  rw [h1, mul_div_mul_left _ _ hE.ne']
```

The criterion for a finite $E^2$ limit is an equivalence. Its forward direction divides by $E$ and applies `tendsto_nhds_unique`; its backward direction sets the subtracted tail to zero in `orbitalGreen_second_order`. Like the tail theorems, it makes no assumption on `C` or `ε`.

```lean
omit [DecidableEq n] in
/-- `E ^ 2` times the truncated Green function has a finite high-energy limit exactly when the
amplitude products of the kept orbitals sum to zero. -/
theorem truncated_limit_iff (C : Matrix n n ℝ) (ε : n → ℝ) (K : Finset n) (i j : n) :
    (∃ L, Tendsto (fun E => E ^ 2 * orbitalGreen C ε K E i j) atTop (𝓝 L)) ↔
      orbitalOverlap C K i j = 0 := by
  constructor
  · rintro ⟨L, hL⟩
    have a : Tendsto (fun E => E * orbitalGreen C ε K E i j) atTop (𝓝 (L * 0)) := by
      refine (hL.mul tendsto_inv_atTop_zero).congr' ?_
      filter_upwards [eventually_gt_atTop (0 : ℝ)] with E hE
      field_simp
    exact (tendsto_nhds_unique (orbitalGreen_tail C ε K i j) a).trans (mul_zero L)
  · intro h0
    have h2 := orbitalGreen_second_order C ε K i j
    simp only [h0, mul_zero, sub_zero] at h2
    exact ⟨_, h2⟩
```

These are limits, without error bounds. They do not determine how large $E$ must be, and they give no estimate for an energy inside a gap between occupied and empty levels, where molecular conductance is usually considered.

## A dimer with one orbital kept

The last theorem gives a concrete case with a nonzero amplitude sum. Lean numbers the two sites `0` and `1`, and the set `{0}` keeps the even orbital. Its normalised amplitudes are both $\sqrt2/2$, so their product is $1/2$ for every real $t$. The proof replaces $\sqrt2/2$ by a symbol $s$ with $s^2=1/2$ and checks the matrix relations entry by entry.

```lean
/-- A two-site dimer with zero on-site energies and coupling `t` has the even and odd combinations
as orbitals, with energies `t` and `-t`; the even one alone has amplitude product `1 / 2` between
the sites. -/
theorem dimer_witness (t : ℝ) :
    IsOrbitalBasis !![0, t; t, 0] !![√2 / 2, √2 / 2; √2 / 2, -(√2 / 2)] ![t, -t] ∧
    orbitalOverlap !![√2 / 2, √2 / 2; √2 / 2, -(√2 / 2)] {0} 0 1 = 1 / 2 := by
  have hs : (√2 / 2) * (√2 / 2) = (1 / 2 : ℝ) := by
    have h2 : √2 * √2 = (2 : ℝ) := Real.mul_self_sqrt (by norm_num)
    linarith
  generalize √2 / 2 = s at hs ⊢
  refine ⟨⟨?_, ?_⟩, ?_⟩
  · ext a b
    fin_cases a <;> fin_cases b <;> simp [Matrix.mul_apply, Fin.sum_univ_two] <;> linarith
  · ext a b
    fin_cases a <;> fin_cases b <;>
      simp [Matrix.mul_apply, Fin.sum_univ_two, Matrix.diagonal_apply] <;> ring
  · rw [orbitalOverlap, Finset.sum_singleton]
    exact hs

end OrbitalTruncation
```

```lean
#print axioms OrbitalTruncation.green_eq_orbitalGreen
#print axioms OrbitalTruncation.exact_div_truncated
#print axioms OrbitalTruncation.truncated_limit_iff
```

```
'OrbitalTruncation.green_eq_orbitalGreen' depends on axioms: [propext, Classical.choice, Quot.sound]
'OrbitalTruncation.exact_div_truncated' depends on axioms: [propext, Classical.choice, Quot.sound]
'OrbitalTruncation.truncated_limit_iff' depends on axioms: [propext, Classical.choice, Quot.sound]
```
